# Normalising the position on the unit sphere, with a projected difference velocity, damps free motion

Rescaling a drifted position to unit length restores the constraint but leaves the new velocity undefined, so a rule for it must be fixed first. Here it is the displacement divided by the step, projected onto the tangent space at the new position. SHAKE corrects along the constraint gradient at the old position, whereas rescaling corrects along the new one. The exact force-free motion runs along a great circle at constant speed. For a single force-free particle held at unit distance from a fixed centre, the rescaling scheme instead removes kinetic energy from a simulation that should conserve it.

## The decay law

Let the position $q$ and velocity $v$ satisfy $\|q\|=1$ and $\langle q,v\rangle=0$. A step of size $h\neq0$ sets
$$N=\|q+hv\|,\quad q_1=\frac{q+hv}{N},\quad w=\frac{q_1-q}{h},\quad v_1=w-\langle q_1,w\rangle q_1 .$$
With $v_n$ the velocity after $n$ steps from $v_0=v$, the claim is
$$\|v_n\|^2=\frac{\|v_0\|^2}{1+nh^2\|v_0\|^2}.$$

Write $s=\|v\|^2$. Orthogonality gives $N^2=1+h^2s\ge1$. Then $\langle q_1,q_1\rangle=1$ and $\langle q_1,q\rangle=1/N$, so $\langle q_1,w\rangle=(1-1/N)/h$ and
$$v_1=\frac{q_1/N-q}{h}=\frac{hv-(N^2-1)q}{hN^2}=\frac{v-hs\,q}{1+h^2s}.$$
The numerator has squared length $s+h^2s^2$, hence $\|v_1\|^2=s/(1+h^2s)$. Since $\langle q_1,v_1\rangle=\langle q_1,w\rangle(1-\|q_1\|^2)=0$, the step can be repeated. With $s_n=\|v_n\|^2$, inserting $s_n=s_0/(1+nh^2s_0)$ into $s_{n+1}=s_n/(1+h^2s_n)$ gives $s_0/(1+nh^2s_0+h^2s_0)$, the law for $n+1$; the case $n=0$ is an identity.

It follows that $nh^2s_n=nh^2s_0/(1+nh^2s_0)<1$, so $s_n<1/(nh^2)$ for $n\ge1$ and $v_n\to0$ at fixed $h$. If instead the total time $T=nh\neq0$ is fixed, then $nh^2=T^2/n\to0$ and $s_n\to s_0$.

Projecting $w$ orthogonally to the old position $q$ is a slip that the one-step speed does not reveal. It yields $v/N$, whose squared length is also $s/(1+h^2s)$, but $\langle q_1,v/N\rangle=hs/N^2$ is non-zero for $v\neq0$, so the Pythagorean step fails at the next iteration. That comparison, like the remarks on SHAKE and on the exact motion, is ordinary mathematics with no theorem below devoted to it.

## States and the step map

The space `E` is any real inner-product space, of any dimension; in dimension one the only tangent velocity is zero.

```lean
import Mathlib

open Filter Topology
open scoped InnerProductSpace

namespace NormalisationOnSphere

noncomputable section

variable {E : Type*} [NormedAddCommGroup E] [InnerProductSpace ℝ E]
```

A state is a pair `x` with `x.1` $=q$ and `x.2` $=v$. `IsPhasePoint` is the constraint together with tangency, which is the constraint differentiated in time. The radius is one, there is no force or mass, and arithmetic is exact.

```lean
/-- A state `x = (q, v)` of a particle on the unit sphere: `q` is a unit vector and the
velocity `v` is orthogonal to `q`. -/
def IsPhasePoint (x : E × E) : Prop := ‖x.1‖ = 1 ∧ ⟪x.1, x.2⟫_ℝ = 0
```

`newPos h x` is $q_1$.

```lean
/-- The new position: free drift `q + h v`, rescaled by its own length. -/
def newPos (h : ℝ) (x : E × E) : E := ‖x.1 + h • x.2‖⁻¹ • (x.1 + h • x.2)
```

`tangentPart p w` is an orthogonal projection when `p` has unit length.

```lean
/-- The vector `w - ⟨p, w⟩ p`, the part of `w` orthogonal to a unit vector `p`. -/
def tangentPart (p w : E) : E := w - ⟪p, w⟫_ℝ • p
```

`step` projects at `newPos h x`, and the $n$-fold iterate is `(step h)^[n]`.

```lean
/-- One step of the normalisation scheme: the position becomes `q₁ = newPos h x` and the
velocity becomes the part of `(q₁ - q) / h` orthogonal to `q₁`. -/
def step (h : ℝ) (x : E × E) : E × E :=
  (newPos h x, tangentPart (newPos h x) (h⁻¹ • (newPos h x - x.1)))
```

## One step

`norm_drift_sq` expands the square with `norm_add_sq_real`, and `hx.2` removes the cross term, leaving $N^2=1+h^2s$.

```lean
/-- The drifted point has squared length `1 + h² ‖v‖²`. -/
theorem norm_drift_sq (h : ℝ) {x : E × E} (hx : IsPhasePoint x) :
    ‖x.1 + h • x.2‖ ^ 2 = 1 + h ^ 2 * ‖x.2‖ ^ 2 := by
  rw [norm_add_sq_real, real_inner_smul_right, hx.2, norm_smul, hx.1, mul_pow,
    Real.norm_eq_abs, sq_abs]
  ring
```

If $N$ vanished, $1+h^2s$ would be zero, against $h^2s\ge0$.

```lean
/-- The drifted point has non-zero length. -/
theorem norm_drift_ne_zero (h : ℝ) {x : E × E} (hx : IsPhasePoint x) :
    ‖x.1 + h • x.2‖ ≠ 0 := by
  intro h0
  have hN2 := norm_drift_sq h hx
  rw [h0] at hN2
  have : 0 ≤ h ^ 2 * ‖x.2‖ ^ 2 := by positivity
  nlinarith
```

Here `hu` is $\|q_1\|=1$, and `ht` shows that the projection at any unit vector is orthogonal to that vector.

```lean
/-- After one step the position is again a unit vector and the velocity is orthogonal
to it. -/
theorem step_isPhasePoint (h : ℝ) {x : E × E} (hx : IsPhasePoint x) :
    IsPhasePoint (step h x) := by
  have hu : ‖newPos h x‖ = 1 := by
    rw [newPos, norm_smul, norm_inv, norm_norm, inv_mul_cancel₀ (norm_drift_ne_zero h hx)]
  have ht : ∀ p w : E, ‖p‖ = 1 → ⟪p, tangentPart p w⟫_ℝ = 0 := by
    intro p w hp
    rw [tangentPart, inner_sub_right, real_inner_smul_right, real_inner_self_eq_norm_sq, hp]
    ring
  exact ⟨hu, ht _ _ hu⟩
```

From here on `hh : h ≠ 0` is assumed; negative steps are allowed. At $h=0$ Lean's `h⁻¹` is zero and the step returns zero velocity, so the law would be false for $v_0\neq0$ and $n\ge1$. In `step_velocity`, `h11` and `h1q` are the overlaps $1$ and $1/N$, and `hs` writes $hs=(N^2-1)/h$. After `generalize` turns the norm into a number `N`, `match_scalars` compares the coefficients of $q$ and of $v$.

```lean
/-- Closed form of the new velocity: `v₁ = (v - h ‖v‖² q) / (1 + h² ‖v‖²)`. -/
theorem step_velocity {h : ℝ} (hh : h ≠ 0) {x : E × E} (hx : IsPhasePoint x) :
    (step h x).2 = (1 + h ^ 2 * ‖x.2‖ ^ 2)⁻¹ • (x.2 - (h * ‖x.2‖ ^ 2) • x.1) := by
  have hN2 := norm_drift_sq h hx
  have hN := norm_drift_ne_zero h hx
  have hvq : ⟪x.2, x.1⟫_ℝ = 0 := by rw [real_inner_comm]; exact hx.2
  have hu : ‖newPos h x‖ = 1 := (step_isPhasePoint h hx).1
  have h11 : ⟪newPos h x, newPos h x⟫_ℝ = 1 := by
    rw [real_inner_self_eq_norm_sq, hu]; norm_num
  -- overlap of new and old position is 1 / ‖q + h v‖
  have h1q : ⟪newPos h x, x.1⟫_ℝ = ‖x.1 + h • x.2‖⁻¹ := by
    rw [newPos, real_inner_smul_left, inner_add_left, real_inner_smul_left,
      real_inner_self_eq_norm_sq, hx.1, hvq]
    ring
  have hs : h * ‖x.2‖ ^ 2 = (‖x.1 + h • x.2‖ ^ 2 - 1) / h := by
    rw [hN2, eq_div_iff hh]; ring
  show tangentPart (newPos h x) (h⁻¹ • (newPos h x - x.1)) = _
  rw [tangentPart, real_inner_smul_right, inner_sub_right, h11, h1q, hs, ← hN2, newPos]
  -- compare the coefficients of q and v
  generalize ‖x.1 + h • x.2‖ = N at hN ⊢
  match_scalars <;> (field_simp; try ring)
```

`step_speed_sq` expands $\|v-hs\,q\|^2$, drops the cross term by `hvq`, and cancels one factor $1+h^2s$.

```lean
/-- One step divides the squared speed by `1 + h² ‖v‖²`. -/
theorem step_speed_sq {h : ℝ} (hh : h ≠ 0) {x : E × E} (hx : IsPhasePoint x) :
    ‖(step h x).2‖ ^ 2 = ‖x.2‖ ^ 2 / (1 + h ^ 2 * ‖x.2‖ ^ 2) := by
  have hvq : ⟪x.2, x.1⟫_ℝ = 0 := by rw [real_inner_comm]; exact hx.2
  have hD : 1 + h ^ 2 * ‖x.2‖ ^ 2 ≠ 0 := by positivity
  rw [step_velocity hh hx, norm_smul, mul_pow, norm_sub_sq_real, real_inner_smul_right, hvq,
    norm_smul, hx.1]
  simp only [Real.norm_eq_abs, sq_abs, mul_one]
  field_simp
  ring
```

## Many steps

`speed_sq_iterate` states that for $h\neq0$, any phase point and any $n\ge0$, the $n$-th iterate is a phase point and obeys the decay law. The induction carries both parts, because `step_speed_sq` needs `ih.1` before `ih.2` is substituted.

```lean
/-- After `n` steps the state still has unit position and orthogonal velocity, and
`‖vₙ‖² = ‖v₀‖² / (1 + n h² ‖v₀‖²)`. -/
theorem speed_sq_iterate {h : ℝ} (hh : h ≠ 0) {x : E × E} (hx : IsPhasePoint x) (n : ℕ) :
    IsPhasePoint ((step h)^[n] x) ∧
      ‖((step h)^[n] x).2‖ ^ 2 = ‖x.2‖ ^ 2 / (1 + n * h ^ 2 * ‖x.2‖ ^ 2) := by
  induction n with
  | zero => exact ⟨hx, by simp⟩
  | succ n ih =>
    rw [Function.iterate_succ_apply']
    refine ⟨step_isPhasePoint h ih.1, ?_⟩
    have hA : 1 + (n : ℝ) * h ^ 2 * ‖x.2‖ ^ 2 ≠ 0 := by positivity
    -- the map s ↦ s / (1 + h² s) adds h² s₀ to the denominator
    rw [step_speed_sq hh ih.1, ih.2, div_eq_div_iff (by positivity) (by positivity)]
    push_cast
    field_simp
    ring
```

The bound $nh^2s_n<1$ does not involve the initial speed; `div_lt_one` reduces it to $nh^2s_0<1+nh^2s_0$.

```lean
/-- Whatever the initial speed, `n h² ‖vₙ‖² < 1` after `n` steps. -/
theorem speed_sq_universal_bound {h : ℝ} (hh : h ≠ 0) {x : E × E} (hx : IsPhasePoint x)
    (n : ℕ) : n * h ^ 2 * ‖((step h)^[n] x).2‖ ^ 2 < 1 := by
  rw [(speed_sq_iterate hh hx n).2, ← mul_div_assoc, div_lt_one (by positivity)]
  linarith
```

`velocity_tendsto_zero` states that $v_n\to0$ in norm. This is not a coming to rest at a point. For $v_0\neq0$ the decay law keeps the speed positive at every finite $n$. The step that starts from $v_n$ turns the position, always in the same plane and the same sense, by an angle whose tangent is $|h|\,\|v_n\|$. This falls off only like $1/\sqrt n$, so the total angle grows without bound; no theorem here treats the positions in this limit. The proof squeezes $s_n$ between $0$ and $(1/h^2)/n$ and takes square roots.

```lean
/-- At a fixed non-zero step size the velocity tends to zero as the number of steps grows. -/
theorem velocity_tendsto_zero {h : ℝ} (hh : h ≠ 0) {x : E × E} (hx : IsPhasePoint x) :
    Tendsto (fun n : ℕ => ((step h)^[n] x).2) atTop (𝓝 0) := by
  have h2 : Tendsto (fun n : ℕ => ‖((step h)^[n] x).2‖ ^ 2) atTop (𝓝 0) := by
    refine squeeze_zero' (Eventually.of_forall fun n => by positivity) ?_
      (tendsto_const_div_atTop_nhds_zero_nat (1 / h ^ 2 : ℝ))
    filter_upwards [eventually_gt_atTop 0] with n hn
    have hn' : (0 : ℝ) < n := by exact_mod_cast hn
    have hb := speed_sq_universal_bound hh hx n
    rw [le_div_iff₀ hn', le_div_iff₀ (by positivity)]
    linarith
  rw [tendsto_zero_iff_norm_tendsto_zero]
  simpa only [Real.sqrt_sq_eq_abs, abs_norm, Real.sqrt_zero] using h2.sqrt
```

In `speed_sq_fixed_time` the step `T / n` shrinks as $n$ grows. The limit `hlim` is taken for $s_0/(1+T^2s_0/n)$, and `he` identifies this with the decay law for $n>0$. Only the speed is treated; convergence of the trajectory to the exact constant-speed motion along the great circle is not stated.

```lean
/-- If a fixed non-zero time `T` is covered by `n` steps of size `T / n`, the final squared
speed tends to the initial squared speed as `n` grows. -/
theorem speed_sq_fixed_time {T : ℝ} (hT : T ≠ 0) {x : E × E} (hx : IsPhasePoint x) :
    Tendsto (fun n : ℕ => ‖((step (T / n))^[n] x).2‖ ^ 2) atTop (𝓝 (‖x.2‖ ^ 2)) := by
  have hlim : Tendsto (fun n : ℕ => ‖x.2‖ ^ 2 / (1 + T ^ 2 * ‖x.2‖ ^ 2 / (n : ℝ))) atTop
      (𝓝 (‖x.2‖ ^ 2 / (1 + 0))) :=
    tendsto_const_nhds.div
      (tendsto_const_nhds.add (tendsto_const_div_atTop_nhds_zero_nat (T ^ 2 * ‖x.2‖ ^ 2)))
      (by norm_num)
  rw [add_zero, div_one] at hlim
  refine hlim.congr' ?_
  filter_upwards [eventually_gt_atTop 0] with n hn
  have hn' : (n : ℝ) ≠ 0 := by exact_mod_cast hn.ne'
  -- n (T / n)² = T² / n
  have he : (n : ℝ) * (T / n) ^ 2 * ‖x.2‖ ^ 2 = T ^ 2 * ‖x.2‖ ^ 2 / n := by
    field_simp
  rw [(speed_sq_iterate (div_ne_zero hT hn') hx n).2, he]
```

## A unit-speed start in three dimensions

With $e_0,e_1$ the first two Cartesian unit vectors of $\mathbb{R}^3$, indexed from zero as in `Fin 3`, take $q=e_0$ and $v=e_1$.

```lean
/-- The state in three dimensions with position `e₀` and velocity `e₁`. -/
def unitSpeedStart : EuclideanSpace ℝ (Fin 3) × EuclideanSpace ℝ (Fin 3) :=
  (EuclideanSpace.single 0 1, EuclideanSpace.single 1 1)
```

`speed_decay_witness` checks that this state is a phase point and sets $s_0=1$ in the general law, giving $\|v_n\|^2=1/(1+nh^2)$.

```lean
/-- The state `(e₀, e₁)` has unit position and orthogonal velocity, and its squared speed
after `n` steps is `1 / (1 + n h²)`. -/
theorem speed_decay_witness {h : ℝ} (hh : h ≠ 0) (n : ℕ) :
    IsPhasePoint unitSpeedStart ∧
      ‖((step h)^[n] unitSpeedStart).2‖ ^ 2 = 1 / (1 + n * h ^ 2) := by
  have hx : IsPhasePoint unitSpeedStart := by
    constructor
    · simp [unitSpeedStart]
    · simp [unitSpeedStart, EuclideanSpace.inner_single_left]
  have hv : ‖unitSpeedStart.2‖ = 1 := by simp [unitSpeedStart]
  refine ⟨hx, ?_⟩
  rw [(speed_sq_iterate hh hx n).2, hv, one_pow, mul_one]

end

end NormalisationOnSphere
```

```lean
#print axioms NormalisationOnSphere.velocity_tendsto_zero
#print axioms NormalisationOnSphere.speed_sq_fixed_time
```

```
'NormalisationOnSphere.velocity_tendsto_zero' depends on axioms: [propext, Classical.choice, Quot.sound]
'NormalisationOnSphere.speed_sq_fixed_time' depends on axioms: [propext, Classical.choice, Quot.sound]
```
